# The order-N Methfessel-Paxton delta function returns p(0) for every polynomial p of degree at most 2N+1

## Gaussian, coefficients and kernel

The variable \(x\) is a dimensionless energy, measured from the point of interest in units of the broadening. Functions are real-valued on the real line, and integrals run over the whole line with Lebesgue measure.

```lean
import Mathlib

open MeasureTheory Polynomial

noncomputable section

namespace MethfesselPaxton
```

The Gaussian carries the exponent \(-x^2\), not \(-x^2/2\), and is normalised to unit area:
\[ g(x)=\frac{e^{-x^2}}{\sqrt\pi}. \]

```lean
/-- The normalised Gaussian `exp(-x²)/√π`. -/
def gauss (x : ℝ) : ℝ := Real.exp (-x ^ 2) / √Real.pi
```

For each natural number \(n\), the expansion coefficient is
\[ a_n=\frac{(-1)^n}{n!\,4^n}. \]

```lean
/-- The Methfessel-Paxton coefficient `(-1)^n / (n! 4^n)`. -/
def mpCoeff (n : ℕ) : ℝ := (-1) ^ n / (n.factorial * 4 ^ n)
```

Writing \(g^{(k)}\) for the \(k\)-th derivative, which is `iteratedDeriv k gauss` in Lean, the smeared delta function of order \(N\ge 0\) is
\[ d_N(x)=\sum_{n=0}^{N}a_n\,g^{(2n)}(x). \]
Order zero is plain Gaussian smearing. Lean's `Finset.range (N + 1)` is the set \(0,\dots,N\).

```lean
/-- The Methfessel-Paxton smeared delta function of order `N`. -/
def mpDelta (N : ℕ) (x : ℝ) : ℝ :=
  ∑ n ∈ Finset.range (N + 1), mpCoeff n * iteratedDeriv (2 * n) gauss x
```

## Derivatives and moments of the Gaussian

The chain rule gives \(g'(x)=-2x\,g(x)\).

```lean
/-- The Gaussian satisfies `g' = -2 x g`. -/
theorem hasDerivAt_gauss (x : ℝ) : HasDerivAt gauss (-2 * x * gauss x) x := by
  have h2 : HasDerivAt (fun y : ℝ => -y ^ 2) (-(2 * x)) x := by
    simpa using (hasDerivAt_pow 2 x).fun_neg
  exact (h2.exp.div_const (√Real.pi)).congr_deriv (by unfold gauss; ring)
```

Since \(|x|^n e^{-x^2}\) is integrable for every \(n\), so is any polynomial times \(g\). The Gaussian integral \(\int e^{-x^2}dx=\sqrt\pi\) gives \(\int g\,dx=1\). For integrability, the proof needs only two cases: a single monomial, and a sum of two polynomials for which the claim already holds.

```lean
/-- Every polynomial is integrable against the Gaussian, and the Gaussian has integral one. -/
theorem gauss_moments :
    (∀ p : ℝ[X], Integrable (fun x => p.eval x * gauss x)) ∧ ∫ x, gauss x = 1 := by
  constructor
  · intro p
    induction p using Polynomial.induction_on' with
    | add p q hp hq =>
      refine (hp.add hq).congr (Filter.Eventually.of_forall fun x => ?_)
      simp [add_mul]
    | monomial n a =>
      have hn : (-1 : ℝ) < (n : ℝ) := by
        have : (0 : ℝ) ≤ (n : ℝ) := Nat.cast_nonneg n
        linarith
      have h := (integrable_rpow_mul_exp_neg_mul_sq (b := 1) one_pos hn).const_mul
        (a / √Real.pi)
      refine h.congr (Filter.Eventually.of_forall fun x => ?_)
      simp only [eval_monomial, gauss, Real.rpow_natCast, neg_mul, one_mul]
      ring
  · have h := integral_gaussian 1
    simp only [neg_mul, one_mul, div_one] at h
    unfold gauss
    rw [integral_div, h]
    exact div_self (Real.sqrt_pos.mpr Real.pi_pos).ne'
```

Every derivative of \(g\) is a polynomial times \(g\). This holds for \(k=0\) with the polynomial 1, and if \(g^{(k)}=h\,g\), then
\[ g^{(k+1)}=h'g+h\,g'=(h'-2xh)\,g. \]
The induction below supplies this polynomial explicitly; differentiability of \(g^{(k)}\) follows from the product form.

```lean
/-- Each derivative of the Gaussian is a polynomial times the Gaussian, and is differentiable
with the next derivative as its slope. -/
theorem iteratedDeriv_gauss (k : ℕ) :
    (∃ h : ℝ[X], ∀ x, iteratedDeriv k gauss x = h.eval x * gauss x) ∧
    ∀ x, HasDerivAt (iteratedDeriv k gauss) (iteratedDeriv (k + 1) gauss x) x := by
  have key : ∃ h : ℝ[X], ∀ x, iteratedDeriv k gauss x = h.eval x * gauss x := by
    induction k with
    | zero => exact ⟨1, fun x => by simp⟩
    | succ k ih =>
      obtain ⟨h, hh⟩ := ih
      have e : iteratedDeriv k gauss = fun x => h.eval x * gauss x := funext hh
      refine ⟨derivative h - C 2 * X * h, fun x => ?_⟩
      rw [iteratedDeriv_succ, e, ((h.hasDerivAt x).fun_mul (hasDerivAt_gauss x)).deriv]
      simp only [eval_sub, eval_mul, eval_C, eval_X]
      ring
  refine ⟨key, fun x => ?_⟩
  obtain ⟨h, hh⟩ := key
  have e : iteratedDeriv k gauss = fun x => h.eval x * gauss x := funext hh
  have d : DifferentiableAt ℝ (iteratedDeriv k gauss) x := by
    rw [e]
    exact ((h.hasDerivAt x).fun_mul (hasDerivAt_gauss x)).differentiableAt
  rw [iteratedDeriv_succ]
  exact d.hasDerivAt
```

For a polynomial \(p\), the product \(g^{(k)}p\) vanishes at both ends of the line, so its total derivative integrates to zero:
\[ 0=\int\left(g^{(k+1)}p+g^{(k)}p'\right)dx. \]
Each derivative moved onto the polynomial therefore costs a sign, and after \(k\) moves
\[ \int g^{(k)}p\,dx=(-1)^k\int g\,p^{(k)}dx. \]
The induction hypothesis is kept for all polynomials, because the step applies it to \(p'\). Lean writes \(p^{(k)}\) as `derivative^[k] p`.

```lean
/-- Integration by parts moves all `k` derivatives from the Gaussian to the polynomial,
with sign `(-1)^k`; the integrand on the left is integrable. -/
theorem integral_by_parts (k : ℕ) (p : ℝ[X]) :
    Integrable (fun x => iteratedDeriv k gauss x * p.eval x) ∧
    ∫ x, iteratedDeriv k gauss x * p.eval x =
      (-1) ^ k * ∫ x, gauss x * (derivative^[k] p).eval x := by
  have I : ∀ (k : ℕ) (p : ℝ[X]),
      Integrable (fun x => iteratedDeriv k gauss x * p.eval x) := by
    intro k p
    obtain ⟨h, hh⟩ := (iteratedDeriv_gauss k).1
    refine (gauss_moments.1 (h * p)).congr (Filter.Eventually.of_forall fun x => ?_)
    simp only [hh, eval_mul]
    ring
  refine ⟨I k p, ?_⟩
  induction k generalizing p with
  | zero => simp
  | succ k ih =>
    -- the total derivative of `g^(k) p` integrates to zero
    have h := integral_eq_zero_of_hasDerivAt_of_integrable
      (fun x => ((iteratedDeriv_gauss k).2 x).fun_mul (p.hasDerivAt x))
      ((I (k + 1) p).add (I k (derivative p))) (I k p)
    rw [integral_add (I (k + 1) p) (I k (derivative p)), ih (derivative p)] at h
    rw [Function.iterate_succ_apply, pow_succ]
    linarith
```

## The sum collapses when multiplied by x

Differentiating \(g'=-2xg\) gives \(g''=-2xg'-2g\), the case \(k=0\) of
\[ g^{(k+2)}=-2x\,g^{(k+1)}-2(k+1)\,g^{(k)}. \]
Differentiating this once more adds \(-2g^{(k+1)}\) to the last term and yields the same relation with \(k+1\) in place of \(k\). In Lean, the two expressions for the slope are equated by uniqueness of the derivative.

```lean
/-- The Hermite recursion for successive derivatives of the Gaussian. -/
theorem gauss_recursion (k : ℕ) (x : ℝ) :
    iteratedDeriv (k + 2) gauss x =
      -2 * x * iteratedDeriv (k + 1) gauss x - 2 * (k + 1) * iteratedDeriv k gauss x := by
  have hx : ∀ x : ℝ, HasDerivAt (fun y : ℝ => -2 * y) (-2) x := fun x =>
    ((hasDerivAt_id' x).const_mul (-2 : ℝ)).congr_deriv (by norm_num)
  induction k generalizing x with
  | zero =>
    have e : iteratedDeriv 1 gauss = fun y => -2 * y * gauss y := by
      funext y
      rw [iteratedDeriv_one, (hasDerivAt_gauss y).deriv]
    have h := (iteratedDeriv_gauss 1).2 x
    rw [e] at h
    have h' := h.unique ((hx x).fun_mul (hasDerivAt_gauss x))
    simp only [zero_add, iteratedDeriv_zero, e, Nat.cast_zero]
    norm_num at h' ⊢
    linarith
  | succ k ih =>
    -- differentiate the recursion of the previous order
    have h := (iteratedDeriv_gauss (k + 2)).2 x
    rw [funext ih] at h
    have h' := h.unique (((hx x).fun_mul ((iteratedDeriv_gauss (k + 1)).2 x)).fun_sub
      (((iteratedDeriv_gauss k).2 x).const_mul (2 * ((k : ℝ) + 1))))
    push_cast
    linear_combination h'
```

The recursion turns \(x\,d_N\) into a single term:
\[ x\,d_N(x)=-\frac{a_N}{2}\,g^{(2N+1)}(x). \]
For \(N=0\) this is \(xg=-g'/2\). For the step from \(N\) to \(N+1\), the recursion at \(k=2N+1\) gives
\[ x\,g^{(2N+2)}=-\tfrac12 g^{(2N+3)}-2(N+1)\,g^{(2N+1)}. \]
Hence
\[ x\,d_{N+1}=-\frac{a_{N+1}}2g^{(2N+3)}-\left[\frac{a_N}{2}+2(N+1)a_{N+1}\right]g^{(2N+1)}, \]
and the bracket vanishes because \(4(N+1)a_{N+1}=-a_N\). That coefficient identity is `hc` in the proof.

```lean
/-- Multiplied by `x`, the order-`N` kernel is `-(mpCoeff N / 2)` times the derivative of the
Gaussian of order `2N+1`. -/
theorem mul_mpDelta (N : ℕ) (x : ℝ) :
    x * mpDelta N x = -(mpCoeff N / 2) * iteratedDeriv (2 * N + 1) gauss x := by
  induction N with
  | zero =>
    simp only [mpDelta, mpCoeff, zero_add, Finset.sum_range_one, mul_zero, iteratedDeriv_zero,
      iteratedDeriv_one, (hasDerivAt_gauss x).deriv, pow_zero, Nat.factorial_zero, Nat.cast_one]
    ring
  | succ N ih =>
    have hc : 4 * ((N : ℝ) + 1) * mpCoeff (N + 1) = -mpCoeff N := by
      have h1 : (N.factorial : ℝ) ≠ 0 := by exact_mod_cast N.factorial_ne_zero
      have h2 : (N : ℝ) + 1 ≠ 0 := by positivity
      unfold mpCoeff
      rw [Nat.factorial_succ, pow_succ, pow_succ]
      push_cast
      field_simp
    have hs : mpDelta (N + 1) x =
        mpDelta N x + mpCoeff (N + 1) * iteratedDeriv (2 * N + 2) gauss x :=
      Finset.sum_range_succ _ _
    have hr := gauss_recursion (2 * N + 1) x
    push_cast at hr
    change _ = -(mpCoeff (N + 1) / 2) * iteratedDeriv (2 * N + 1 + 2) gauss x
    rw [hs, hr]
    linear_combination ih - (1 / 2) * iteratedDeriv (2 * N + 1) gauss x * hc
```

Multiplying by a polynomial \(q\) and integrating by parts \(2N+1\) times produces a second minus sign:
\[ \int d_N(x)\,x\,q(x)\,dx=\frac{a_N}{2}\int g(x)\,q^{(2N+1)}(x)\,dx. \]

```lean
/-- The kernel integrated against `x q(x)` equals `(-1)^N / (2 N! 4^N)` times the Gaussian
average of the derivative of `q` of order `2N+1`. -/
theorem integral_mpDelta_X_mul (N : ℕ) (q : ℝ[X]) :
    ∫ x, mpDelta N x * (x * q.eval x) =
      mpCoeff N / 2 * ∫ x, gauss x * (derivative^[2 * N + 1] q).eval x := by
  have e : (fun x => mpDelta N x * (x * q.eval x)) = fun x =>
      -(mpCoeff N / 2) * (iteratedDeriv (2 * N + 1) gauss x * q.eval x) := by
    funext x
    linear_combination q.eval x * mul_mpDelta N x
  have s : (-1 : ℝ) ^ (2 * N + 1) = -1 := by
    rw [pow_succ, pow_mul]
    norm_num
  rw [e, integral_const_mul, (integral_by_parts (2 * N + 1) q).2, s]
  ring
```

## Exactness up to degree 2N+1

The kernel has unit weight: \(\int g\,dx=1\), while for \(n\ge1\) integration by parts against the constant 1 gives \(\int g^{(2n)}dx=0\).

Now let \(\deg p\le 2N+1\) and write \(p(x)=x\,q(x)+p(0)\). Then \(\deg q\le 2N\), so \(q^{(2N+1)}=0\), and
\[ \int d_N\,p\,dx=\frac{a_N}{2}\int g\,q^{(2N+1)}dx+p(0)\int d_N\,dx=p(0). \]

In `mpDelta_exact`, `p : ℝ[X]` is the test polynomial and `p.natDegree ≤ 2 * N + 1` is the degree condition. The conclusion has two parts, integrability of the product and the value of its integral. The quotient \(q\) is `p.divX`.

```lean
/-- Polynomial exactness: for every real polynomial `p` of degree at most `2N+1`, the product of
`p` with the order-`N` Methfessel-Paxton kernel is integrable, with integral `p(0)`. -/
theorem mpDelta_exact (N : ℕ) (p : ℝ[X]) (hp : p.natDegree ≤ 2 * N + 1) :
    Integrable (fun x => mpDelta N x * p.eval x) ∧
    ∫ x, mpDelta N x * p.eval x = p.eval 0 := by
  have I : ∀ (M : ℕ) (r : ℝ[X]), Integrable (fun x => mpDelta M x * r.eval x) := by
    intro M r
    refine (integrable_finsetSum (Finset.range (M + 1)) (fun n _ =>
      (integral_by_parts (2 * n) r).1.const_mul (mpCoeff n))).congr
      (Filter.Eventually.of_forall fun x => ?_)
    simp only [mpDelta, Finset.sum_mul, mul_assoc]
  refine ⟨I N p, ?_⟩
  -- the kernel has unit weight: only the Gaussian itself contributes
  have unit : ∀ M : ℕ, ∫ x, mpDelta M x = 1 := by
    intro M
    induction M with
    | zero => simpa [mpDelta, mpCoeff] using gauss_moments.2
    | succ M ih =>
      have h0 := integral_by_parts (2 * M + 2) 1
      rw [iterate_derivative_eq_zero (by rw [natDegree_one]; omega)] at h0
      simp only [eval_one, mul_one, eval_zero, mul_zero, integral_zero] at h0
      have hM : Integrable (fun x => mpDelta M x) := by simpa using I M 1
      have hs : (fun x => mpDelta (M + 1) x) = fun x =>
          mpDelta M x + mpCoeff (M + 1) * iteratedDeriv (2 * M + 2) gauss x :=
        funext fun x => Finset.sum_range_succ _ _
      rw [hs, integral_add hM (h0.1.const_mul _), integral_const_mul, h0.2, ih]
      ring
  -- split off the constant term, `p = X q + p(0)`
  have e : (fun x => mpDelta N x * p.eval x) = fun x =>
      mpDelta N x * (x * p.divX.eval x) + mpDelta N x * p.coeff 0 := by
    funext x
    have h := congrArg (eval x) (divX_mul_X_add p)
    simp only [eval_add, eval_mul, eval_X, eval_C] at h
    rw [← h]
    ring
  have I2 : Integrable (fun x => mpDelta N x * p.coeff 0) := by
    simpa only [eval_C] using I N (C (p.coeff 0))
  have I1 : Integrable (fun x => mpDelta N x * (x * p.divX.eval x)) := by
    refine ((I N p).sub I2).congr (Filter.Eventually.of_forall fun x => ?_)
    have h : mpDelta N x * p.eval x =
        mpDelta N x * (x * p.divX.eval x) + mpDelta N x * p.coeff 0 := congrFun e x
    change mpDelta N x * p.eval x - mpDelta N x * p.coeff 0 =
      mpDelta N x * (x * p.divX.eval x)
    linarith
  have hq : derivative^[2 * N + 1] p.divX = 0 :=
    iterate_derivative_eq_zero (by rw [natDegree_divX_eq_natDegree_tsub_one]; omega)
  rw [e, integral_add I1 I2, integral_mpDelta_X_mul, hq, integral_mul_const, unit,
    coeff_zero_eq_eval_zero]
  simp
```

## The first moment that fails

Taking \(q=x^{2N+1}\), whose derivative of order \(2N+1\) is the constant \((2N+1)!\), gives
\[ \int d_N(x)\,x^{2N+2}dx=\frac{(-1)^N(2N+1)!}{2\,N!\,4^N}\neq0. \]
Since \(x^{2N+2}\) is zero at the origin, exactness fails one degree above the bound. The smallest counter-example is \(N=0\), \(p=x^2\): the integral is \(\int g\,x^2dx=1/2\), but \(p(0)=0\).

For \(N=1\), \(g''=(4x^2-2)g\) gives
\[ d_1=g-\tfrac14g''=\left(\tfrac32-x^2\right)g. \]
The Gaussian averages of \(x^2,x^4,x^6\) are \(\tfrac12,\tfrac34,\tfrac{15}8\), so
\[ \int d_1=\tfrac32-\tfrac12=1,\qquad \int d_1x^2=\tfrac34-\tfrac34=0,\qquad \int d_1x^4=\tfrac98-\tfrac{15}8=-\tfrac34. \]
Odd moments vanish by symmetry. Degrees up to 3 are exact, and the fourth moment agrees with the formula.

```lean
/-- The moment of order `2N+2` of the order-`N` kernel is `(-1)^N (2N+1)! / (2 N! 4^N)`, which is
not zero. -/
theorem mpDelta_sharp (N : ℕ) :
    ∫ x, mpDelta N x * x ^ (2 * N + 2) = mpCoeff N / 2 * (2 * N + 1).factorial ∧
    mpCoeff N / 2 * (2 * N + 1).factorial ≠ 0 := by
  constructor
  · have h := integral_mpDelta_X_mul N (X ^ (2 * N + 1))
    have e : ∀ x : ℝ, x * x ^ (2 * N + 1) = x ^ (2 * N + 2) := fun x => by ring
    rw [iterate_derivative_X_pow_eq_natCast_mul, Nat.descFactorial_self, Nat.sub_self] at h
    simp only [eval_pow, eval_X, e, pow_zero, mul_one, eval_natCast] at h
    rw [h, integral_mul_const, gauss_moments.2, one_mul]
  · have h1 : (N.factorial : ℝ) ≠ 0 := by exact_mod_cast N.factorial_ne_zero
    have h2 : ((2 * N + 1).factorial : ℝ) ≠ 0 := by
      exact_mod_cast (2 * N + 1).factorial_ne_zero
    have h3 : mpCoeff N ≠ 0 :=
      div_ne_zero (pow_ne_zero _ (by norm_num)) (mul_ne_zero h1 (by positivity))
    exact mul_ne_zero (div_ne_zero h3 two_ne_zero) h2
```

## Broadening σ and Fermi level μ

In energy units the kernel is \(d_N((\varepsilon-\mu)/\sigma)/\sigma\), with \(\sigma>0\) the smearing width and \(\mu\) any real energy. Substituting \(\varepsilon=\sigma y+\mu\), \(d\varepsilon=\sigma\,dy\), gives
\[ \int \frac1\sigma\,d_N\!\left(\frac{\varepsilon-\mu}{\sigma}\right)p(\varepsilon)\,d\varepsilon=\int d_N(y)\,p(\sigma y+\mu)\,dy=p(\mu). \]
The shifted and scaled polynomial, `r` in the proof, has degree no larger than that of \(p\), so `mpDelta_exact` applies. The sign of \(\sigma\) matters: for \(\sigma<0\) the limits of integration swap and the result is \(-p(\mu)\).

In electronic-structure terms, smearing leaves the density of states at a fixed energy \(\mu\) unchanged, whatever the width, in the idealised case where that density is a polynomial of degree at most \(2N+1\) on the whole energy axis. In a calculation at fixed electron number the Fermi level can itself shift with \(\sigma\), and the theorems do not treat that shift. A real density of states has band edges and van Hove singularities, and the theorems bound neither the resulting smearing error nor the error of a finite \(k\)-point mesh. They also do not treat the smeared occupation function or the limit \(N\to\infty\).

```lean
/-- With broadening `σ > 0` and Fermi level `μ`, the smeared delta function returns the value at
`μ` of every polynomial in the energy of degree at most `2N+1`. -/
theorem mpDelta_exact_broadened (N : ℕ) (p : ℝ[X]) (hp : p.natDegree ≤ 2 * N + 1)
    (μ σ : ℝ) (hσ : 0 < σ) :
    ∫ ε, mpDelta N ((ε - μ) / σ) / σ * p.eval ε = p.eval μ := by
  -- rescale the energy, `ε = σ y + μ`
  let r : ℝ[X] := p.comp (C σ * X + C μ)
  have hr : r.natDegree ≤ 2 * N + 1 := by
    have h1 : (C σ * X + C μ : ℝ[X]).natDegree ≤ 1 := natDegree_linear_le
    calc r.natDegree = p.natDegree * (C σ * X + C μ : ℝ[X]).natDegree := natDegree_comp
      _ ≤ p.natDegree * 1 := Nat.mul_le_mul le_rfl h1
      _ ≤ 2 * N + 1 := by omega
  let F : ℝ → ℝ := fun y => mpDelta N y * r.eval y
  have e : (fun ε => mpDelta N ((ε - μ) / σ) / σ * p.eval ε) =
      fun ε => σ⁻¹ * F ((ε - μ) / σ) := by
    funext ε
    have h : σ * ((ε - μ) / σ) + μ = ε := by
      rw [mul_div_cancel₀ _ hσ.ne']
      ring
    simp only [F, r, eval_comp, eval_add, eval_mul, eval_C, eval_X, h]
    ring
  have hF : ∫ y, F y = p.eval μ := by
    have h := (mpDelta_exact N r hr).2
    simpa [F, r, eval_comp] using h
  rw [e, integral_const_mul, integral_sub_right_eq_self (fun t => F (t / σ)) μ,
    Measure.integral_comp_div F σ, hF, abs_of_pos hσ, smul_eq_mul, ← mul_assoc,
    inv_mul_cancel₀ hσ.ne', one_mul]

end MethfesselPaxton
```

```lean
#print axioms MethfesselPaxton.mpDelta_sharp
#print axioms MethfesselPaxton.mpDelta_exact_broadened
```

```
'MethfesselPaxton.mpDelta_sharp' depends on axioms: [propext, Classical.choice, Quot.sound]
'MethfesselPaxton.mpDelta_exact_broadened' depends on axioms: [propext, Classical.choice, Quot.sound]
```
